# Equal pairwise overlap moduli do not determine a triple of qubit states up to a unitary and phases

Two triples of state vectors, (ψ₀, ψ₁, ψ₂) and (φ₀, φ₁, φ₂), count here as equivalent if a single unitary U and three complex numbers c₀, c₁, c₂ of modulus 1 satisfy

U ψₖ = cₖ φₖ for k = 0, 1, 2.

The unitary is common to the three states, because it stands for one change of basis or one time evolution applied to the whole set. The phases are independent, because a state vector represents the same physical state after multiplication by any phase. Ruling out an equivalence of this kind therefore also rules out a unitary that maps the vectors exactly.

## Two triples separated by a cyclic product

Let |0⟩ and |1⟩ be the computational basis states of a qubit, and let

|+⟩ = (|0⟩ + |1⟩)/√2,
|+i⟩ = (|0⟩ + i|1⟩)/√2,
|−i⟩ = (|0⟩ − i|1⟩)/√2.

These are eigenstates of Pauli matrices: |0⟩ of Z, |+⟩ of X, and |±i⟩ of Y. In each of the triples (|0⟩, |+⟩, |+i⟩) and (|0⟩, |+⟩, |−i⟩), every overlap between two different states has modulus 1/√2. The triples are nevertheless inequivalent. The cyclic product

B(ψ) = ⟨ψ₀|ψ₁⟩⟨ψ₁|ψ₂⟩⟨ψ₂|ψ₀⟩

is unchanged by a unitary and by individual phases, and it equals (1+i)/4 for the first triple and (1−i)/4 for the second.

## Comparing states through fidelities or through phases

A swap test estimates the fidelity |⟨a|b⟩|². A program that uses only the fidelities between states within the same triple obtains the same numbers for both triples, so it cannot tell them apart. The cyclic product can supply phase information that these fidelities lack, as it does here; if two of the three states are orthogonal, it is zero and has no phase.

It can be computed safely from eigenvectors of non-degenerate eigenvalues, whose phases a diagonaliser chooses arbitrarily, provided that each stored vector is used in both overlaps in which it occurs. A discretised Berry phase relies on the same cancellation: up to a sign convention, it is the argument of such a product around a closed chain of states.

## Phases cancel around the cycle

Write z* for the complex conjugate of z. A unitary preserves overlaps, since ⟨Ua|Ub⟩ = ⟨a|U†U|b⟩ = ⟨a|b⟩. If U ψₖ = cₖ φₖ, then

⟨ψⱼ|ψₖ⟩ = ⟨Uψⱼ|Uψₖ⟩ = cⱼ* cₖ ⟨φⱼ|φₖ⟩.

Multiplying the three overlaps around the cycle gives

B(ψ) = (c₀* c₁)(c₁* c₂)(c₂* c₀) B(φ) = |c₀|² |c₁|² |c₂|² B(φ) = B(φ).

For the first qubit triple the overlaps are

⟨0|+⟩ = 1/√2, ⟨+|+i⟩ = (1+i)/2, ⟨+i|0⟩ = 1/√2,

and their product is (1+i)/4. The second triple is the entrywise complex conjugate of the first, because |0⟩ and |+⟩ have real components and conjugation turns |+i⟩ into |−i⟩. Conjugating both states conjugates their overlap:

Σᵢ (aᵢ*)* bᵢ* = (Σᵢ aᵢ* bᵢ)*.

All moduli therefore agree, and the second cyclic product is (1−i)/4. An equivalence would force (1+i)/4 = (1−i)/4, hence i = 0, which is false.

The same argument works for any triple. If ψ were equivalent to its conjugate, then B(ψ) = B(ψ)*, so B(ψ) would be real. A triple with a non-real cyclic product is thus inequivalent to its conjugate. Such triples exist only from dimension two upwards, since in dimension one the product is |ψ₀|²|ψ₁|²|ψ₂|².

## An invertible matrix that connects the triples

The argument needs U to be unitary; invertibility is not enough. Take the matrix M with rows (i, −1−i) and (0, −1). Its determinant is −i, so it is invertible, and

M|0⟩ = i|0⟩,
M|+⟩ = −|+⟩,
M|+i⟩ = |−i⟩.

The factors i, −1 and 1 all have modulus 1, so M meets every condition of the equivalence except unitarity. It fails that one because M|1⟩ has squared norm 3. The cyclic product changes from (1+i)/4 to (1−i)/4.

## Matching the overlaps when the cyclic products agree

Suppose now that two triples have equal overlap moduli and equal cyclic products. Write sⱼₖ = ⟨ψⱼ|ψₖ⟩ and tⱼₖ = ⟨φⱼ|φₖ⟩. Equal moduli give numbers u, v, w of modulus 1 with

s₀₁ = u t₀₁, s₁₂ = v t₁₂, s₂₀ = w t₂₀.

Replacing φₖ by cₖ φₖ multiplies tⱼₖ by cⱼ* cₖ. Phases that turn the three t's into the three s's are found in three cases.

- If t₀₁ = 0, the first condition is empty, and (c₀, c₁, c₂) = (w, v*, 1) satisfies the other two.
- If t₀₁ ≠ 0 and t₁₂ = 0, the second condition is empty, and (1, u, w*) works.
- If neither vanishes, equality of the cyclic products reads u v t₀₁ t₁₂ s₂₀ = t₀₁ t₁₂ t₂₀. Cancelling t₀₁ t₁₂ gives u v s₂₀ = t₂₀. The choice (1, u, uv) then yields c₀* c₁ = u, c₁* c₂ = v and c₂* c₀ t₂₀ = (uv)* uv s₂₀ = s₂₀.

The last case includes t₂₀ = 0.

## The Lean file

```lean
import Mathlib

open Matrix

namespace PairwiseOverlapsInsufficient

noncomputable section

variable {n : Type*} [Fintype n]

/-- The overlap ⟨a|b⟩ of two state vectors. -/
def overlap (a b : n → ℂ) : ℂ := star a ⬝ᵥ b

/-- The cyclic product ⟨ψ₀|ψ₁⟩⟨ψ₁|ψ₂⟩⟨ψ₂|ψ₀⟩ of a triple of states. -/
def cyclicProduct (ψ : Fin 3 → n → ℂ) : ℂ :=
  overlap (ψ 0) (ψ 1) * overlap (ψ 1) (ψ 2) * overlap (ψ 2) (ψ 0)

/-- One unitary maps each state of the first triple to the corresponding state of the
second, up to a phase that may differ from state to state. -/
def PhaseEquivalent [DecidableEq n] (ψ φ : Fin 3 → n → ℂ) : Prop :=
  ∃ U ∈ Matrix.unitaryGroup n ℂ, ∃ c : Fin 3 → ℂ,
    (∀ k, ‖c k‖ = 1) ∧ ∀ k, U *ᵥ ψ k = c k • φ k

/-- The real amplitude 1/√2. -/
def invSqrtTwo : ℝ := (√2)⁻¹

/-- The qubit state 0. -/
def ketZero : Fin 2 → ℂ := ![1, 0]

/-- The qubit state plus, (|0⟩ + |1⟩)/√2. -/
def ketPlus : Fin 2 → ℂ := ![(invSqrtTwo : ℂ), (invSqrtTwo : ℂ)]

/-- The qubit state plus-i, (|0⟩ + i|1⟩)/√2. -/
def ketPlusI : Fin 2 → ℂ := ![(invSqrtTwo : ℂ), (invSqrtTwo : ℂ) * Complex.I]

/-- The qubit state minus-i, (|0⟩ - i|1⟩)/√2. -/
def ketMinusI : Fin 2 → ℂ := ![(invSqrtTwo : ℂ), -((invSqrtTwo : ℂ) * Complex.I)]

/-- The triple (0, plus, plus-i). -/
def triplePlus : Fin 3 → Fin 2 → ℂ := ![ketZero, ketPlus, ketPlusI]

/-- The triple (0, plus, minus-i). -/
def tripleMinus : Fin 3 → Fin 2 → ℂ := ![ketZero, ketPlus, ketMinusI]

private lemma amp_sq : (invSqrtTwo : ℂ) ^ 2 = 1 / 2 := by
  have h : invSqrtTwo ^ 2 = 1 / 2 := by
    rw [invSqrtTwo, inv_pow, Real.sq_sqrt (by norm_num)]
    norm_num
  rw [← Complex.ofReal_pow, h]
  norm_num

private lemma star_mul_unit {z : ℂ} (h : ‖z‖ = 1) : star z * z = 1 := by
  rw [Complex.star_def, Complex.conj_mul', h]
  simp

private lemma exists_phase {a b : ℂ} (h : ‖a‖ = ‖b‖) : ∃ u : ℂ, ‖u‖ = 1 ∧ a = u * b := by
  by_cases hb : b = 0
  · have ha : a = 0 := by
      rw [hb, norm_zero] at h
      exact norm_eq_zero.mp h
    exact ⟨1, norm_one, by rw [ha, hb, mul_zero]⟩
  · exact ⟨a / b, by rw [norm_div, h, div_self (norm_ne_zero_iff.mpr hb)],
      (div_mul_cancel₀ a hb).symm⟩

private lemma overlap_phase (c d : ℂ) (a b : n → ℂ) :
    overlap (c • a) (d • b) = star c * d * overlap a b := by
  unfold overlap
  rw [star_smul, smul_dotProduct, dotProduct_smul, smul_eq_mul, smul_eq_mul]
  ring

/-- A unitary preserves the overlap of any two states. -/
theorem overlap_unitary [DecidableEq n] {U : Matrix n n ℂ}
    (hU : U ∈ Matrix.unitaryGroup n ℂ) (a b : n → ℂ) :
    overlap (U *ᵥ a) (U *ᵥ b) = overlap a b := by
  unfold overlap
  rw [Matrix.star_mulVec, Matrix.dotProduct_mulVec, Matrix.vecMul_vecMul,
    ← Matrix.star_eq_conjTranspose, Matrix.mem_unitaryGroup_iff'.mp hU, Matrix.vecMul_one]

/-- Complex conjugation of two states conjugates their overlap. -/
theorem overlap_star (a b : n → ℂ) : overlap (star a) (star b) = star (overlap a b) := by
  simp only [overlap, dotProduct, star_sum, Pi.star_apply, star_mul', star_star]

/-- Triples related by a unitary and individual phases have the same cyclic product. -/
theorem cyclicProduct_eq_of_phaseEquivalent [DecidableEq n] {ψ φ : Fin 3 → n → ℂ}
    (h : PhaseEquivalent ψ φ) : cyclicProduct ψ = cyclicProduct φ := by
  obtain ⟨U, hU, c, hc, hmap⟩ := h
  have ho : ∀ j k, overlap (ψ j) (ψ k) = star (c j) * c k * overlap (φ j) (φ k) := by
    intro j k
    rw [← overlap_unitary hU, hmap, hmap, overlap_phase]
  unfold cyclicProduct
  rw [ho 0 1, ho 1 2, ho 2 0]
  -- each phase meets its own conjugate once around the cycle
  calc _ = (star (c 0) * c 0) * (star (c 1) * c 1) * (star (c 2) * c 2) *
        (overlap (φ 0) (φ 1) * overlap (φ 1) (φ 2) * overlap (φ 2) (φ 0)) := by ring
    _ = _ := by
      rw [star_mul_unit (hc 0), star_mul_unit (hc 1), star_mul_unit (hc 2)]
      ring

/-- In any dimension, a triple with non-real cyclic product has the same overlap moduli as
its complex conjugate, but is not related to it by a unitary and individual phases. -/
theorem conjugate_triple_inequivalent [DecidableEq n] (ψ : Fin 3 → n → ℂ)
    (h : (cyclicProduct ψ).im ≠ 0) :
    (∀ j k, ‖overlap (ψ j) (ψ k)‖ = ‖overlap (star (ψ j)) (star (ψ k))‖) ∧
      ¬ PhaseEquivalent ψ (fun k => star (ψ k)) := by
  refine ⟨fun j k => by rw [overlap_star, norm_star], fun e => h ?_⟩
  have hB : cyclicProduct ψ = star (cyclicProduct ψ) := by
    refine (cyclicProduct_eq_of_phaseEquivalent e).trans ?_
    simp only [cyclicProduct, overlap_star, star_mul']
  have him := congrArg Complex.im hB
  rw [Complex.star_def, Complex.conj_im] at him
  linarith

/-- If two triples have equal overlap moduli and equal cyclic products, the states of the
second can be rephased so that the three overlaps agree as complex numbers. -/
theorem exists_phases_of_cyclicProduct_eq (ψ φ : Fin 3 → n → ℂ)
    (hm : ∀ j k, ‖overlap (ψ j) (ψ k)‖ = ‖overlap (φ j) (φ k)‖)
    (hB : cyclicProduct ψ = cyclicProduct φ) :
    ∃ c₀ c₁ c₂ : ℂ, ‖c₀‖ = 1 ∧ ‖c₁‖ = 1 ∧ ‖c₂‖ = 1 ∧
      overlap (ψ 0) (ψ 1) = overlap (c₀ • φ 0) (c₁ • φ 1) ∧
      overlap (ψ 1) (ψ 2) = overlap (c₁ • φ 1) (c₂ • φ 2) ∧
      overlap (ψ 2) (ψ 0) = overlap (c₂ • φ 2) (c₀ • φ 0) := by
  simp only [overlap_phase]
  obtain ⟨u, hu, eu⟩ := exists_phase (hm 0 1)
  obtain ⟨v, hv, ev⟩ := exists_phase (hm 1 2)
  obtain ⟨w, hw, ew⟩ := exists_phase (hm 2 0)
  -- a vanishing overlap leaves one phase condition empty
  by_cases h0 : overlap (φ 0) (φ 1) = 0
  · exact ⟨w, star v, 1, hw, by rw [norm_star, hv], norm_one, by simp [eu, h0],
      by rw [ev, star_star, mul_one], by rw [ew, star_one, one_mul]⟩
  by_cases h1 : overlap (φ 1) (φ 2) = 0
  · exact ⟨1, u, star w, norm_one, hu, by rw [norm_star, hw],
      by rw [eu, star_one, one_mul], by simp [ev, h1], by rw [ew, star_star, mul_one]⟩
  -- otherwise the cyclic product fixes the last overlap
  have huv : ‖u * v‖ = 1 := by rw [norm_mul, hu, hv, one_mul]
  have key : u * v * overlap (ψ 2) (ψ 0) = overlap (φ 2) (φ 0) := by
    apply mul_left_cancel₀ (mul_ne_zero h0 h1)
    unfold cyclicProduct at hB
    rw [eu, ev] at hB
    linear_combination hB
  refine ⟨1, u, u * v, norm_one, hu, huv, by rw [eu, star_one, one_mul], ?_, ?_⟩
  · linear_combination ev - v * overlap (φ 1) (φ 2) * star_mul_unit hu
  · rw [← key]
    linear_combination (-overlap (ψ 2) (ψ 0)) * star_mul_unit huv

/-- The states 0, plus and plus-i are eigenvectors of the Pauli matrices Z, X and Y with
eigenvalue 1, and minus-i is an eigenvector of Y with eigenvalue -1. -/
theorem pauli_eigenstates :
    !![(1 : ℂ), 0; 0, -1] *ᵥ ketZero = ketZero ∧
    !![(0 : ℂ), 1; 1, 0] *ᵥ ketPlus = ketPlus ∧
    !![0, -Complex.I; Complex.I, 0] *ᵥ ketPlusI = ketPlusI ∧
    !![0, -Complex.I; Complex.I, 0] *ᵥ ketMinusI = -ketMinusI := by
  refine ⟨?_, ?_, ?_, ?_⟩ <;> ext i <;> fin_cases i <;>
    simp [ketZero, ketPlus, ketPlusI, ketMinusI, Matrix.mulVec, dotProduct,
      Fin.sum_univ_two]
  all_goals first
    | ring1
    | linear_combination (-(invSqrtTwo : ℂ)) * Complex.I_sq
    | linear_combination (invSqrtTwo : ℂ) * Complex.I_sq

private lemma tripleMinus_eq : tripleMinus = fun k => star (triplePlus k) := by
  ext k i
  fin_cases k <;> fin_cases i <;>
    simp [tripleMinus, triplePlus, ketZero, ketPlus, ketPlusI, ketMinusI]

/-- All states in the two qubit triples are normalised. -/
theorem triples_normalised (k : Fin 3) :
    overlap (triplePlus k) (triplePlus k) = 1 ∧
      overlap (tripleMinus k) (tripleMinus k) = 1 := by
  have h : overlap (triplePlus k) (triplePlus k) = 1 := by
    fin_cases k <;>
      simp [triplePlus, ketZero, ketPlus, ketPlusI, overlap, dotProduct, Fin.sum_univ_two]
    · linear_combination 2 * amp_sq
    · linear_combination 2 * amp_sq - (invSqrtTwo : ℂ) ^ 2 * Complex.I_sq
  exact ⟨h, by simp only [tripleMinus_eq, overlap_star, h, star_one]⟩

/-- The triples (0, plus, plus-i) and (0, plus, minus-i) have equal pairwise overlap moduli
and cyclic products (1+i)/4 and (1-i)/4, and no unitary maps the first triple to the second
up to individual phases. -/
theorem pairwise_overlaps_insufficient :
    (∀ j k, ‖overlap (triplePlus j) (triplePlus k)‖ =
      ‖overlap (tripleMinus j) (tripleMinus k)‖) ∧
    cyclicProduct triplePlus = (1 + Complex.I) / 4 ∧
    cyclicProduct tripleMinus = (1 - Complex.I) / 4 ∧
    ¬ PhaseEquivalent triplePlus tripleMinus := by
  have hp : cyclicProduct triplePlus = (1 + Complex.I) / 4 := by
    simp [cyclicProduct, triplePlus, ketZero, ketPlus, ketPlusI, overlap, dotProduct,
      Fin.sum_univ_two]
    linear_combination (1 + Complex.I) * ((invSqrtTwo : ℂ) ^ 2 + 1 / 2) * amp_sq
  -- the second triple is the complex conjugate of the first
  have hm : cyclicProduct tripleMinus = (1 - Complex.I) / 4 := by
    have hs : cyclicProduct tripleMinus = star (cyclicProduct triplePlus) := by
      simp only [cyclicProduct, tripleMinus_eq, overlap_star, star_mul']
    rw [hs, hp]
    simp [sub_eq_add_neg]
  refine ⟨fun j k => ?_, hp, hm, fun e => ?_⟩
  · simp only [tripleMinus_eq, overlap_star, norm_star]
  · have h := cyclicProduct_eq_of_phaseEquivalent e
    rw [hp, hm] at h
    exact Complex.I_ne_zero (by linear_combination 2 * h)

end

end PairwiseOverlapsInsufficient
```

```lean
#print axioms PairwiseOverlapsInsufficient.conjugate_triple_inequivalent
#print axioms PairwiseOverlapsInsufficient.pauli_eigenstates
#print axioms PairwiseOverlapsInsufficient.triples_normalised
#print axioms PairwiseOverlapsInsufficient.pairwise_overlaps_insufficient
```

```
'PairwiseOverlapsInsufficient.conjugate_triple_inequivalent' depends on axioms: [propext, Classical.choice, Quot.sound]
'PairwiseOverlapsInsufficient.pauli_eigenstates' depends on axioms: [propext, Classical.choice, Quot.sound]
'PairwiseOverlapsInsufficient.triples_normalised' depends on axioms: [propext, Classical.choice, Quot.sound]
'PairwiseOverlapsInsufficient.pairwise_overlaps_insufficient' depends on axioms: [propext, Classical.choice, Quot.sound]
```

## States, overlaps and equivalence in Lean

A state is a function `n → ℂ` on a finite index type `n`, that is, a vector of amplitudes in a fixed basis. A triple has type `Fin 3 → n → ℂ`, with its states numbered 0, 1, 2. The definition `overlap` conjugates its first argument, as in Dirac notation. `PhaseEquivalent ψ φ` is the equivalence stated at the start: `U` belongs to `Matrix.unitaryGroup n ℂ`, and `c` contains the three phases.

The theorem `pairwise_overlaps_insufficient` makes four statements about `triplePlus` and `tripleMinus`: the overlap moduli agree for all pairs of indices, the two cyclic products have the values given above, and the triples are not phase-equivalent. Two further theorems tie the explicit vectors to the physics. `pauli_eigenstates` verifies the eigenvalue equations, and `triples_normalised` verifies that every state has norm 1.

The general theorems do not require normalised vectors. `conjugate_triple_inequivalent` assumes only that the cyclic product has a non-zero imaginary part. `exists_phases_of_cyclicProduct_eq` assumes equal moduli for all index pairs, including each state with itself, and equal cyclic products.

## From the lemmas to the inequivalence

`overlap_unitary` moves both matrices between the vectors and replaces U†U by the identity. `overlap_phase` extracts the factor cⱼ* cₖ. In `cyclicProduct_eq_of_phaseEquivalent` these combine into the relation `ho`; `ring` then groups each phase with its own conjugate, and `star_mul_unit` replaces each such pair by 1.

`overlap_star` is the conjugation rule, and `conjugate_triple_inequivalent` compares imaginary parts to reach its contradiction. For the qubit triples, `tripleMinus_eq` establishes componentwise that the second is the conjugate of the first. Only the first cyclic product is expanded from the vectors, with `amp_sq` supplying (1/√2)² = 1/2; the second follows by conjugation. The final `linear_combination` turns equality of the two values into i = 0.

In the converse, `exists_phase` produces u, v and w, the two `by_cases` steps separate the vanishing overlaps, and `key` is the relation u v s₂₀ = t₂₀.

## Exact overlaps of three pure states

The theorems concern exact complex numbers and pure states in finite dimension. They give no tolerance for rounding or sampling noise, so a code that compares cyclic products needs its own error estimate, particularly when an overlap is small and the phase of the product is poorly determined. Mixed states and sets of more than three states are not treated.

Equivalence admits unitaries only. Complex conjugation, which is antiunitary and enters time reversal, does map the first qubit triple to the second.

The converse matches the three overlaps as complex numbers and stops there: it does not construct a unitary between the triples. A difference in cyclic products is thus a proven obstruction to equivalence, whereas agreement of moduli and cyclic products is shown to give matching overlaps after rephasing. The example with the matrix M is checked by hand above and does not appear in the Lean file.
